# Starting errors grow at most geometrically under the horizontal recurrence

Q: My integral program computes overlap integrals of Gaussians with all the angular momentum on the first centre, then moves it to the second one unit at a time. Each step multiplies by the separation of the centres and adds. Without a bound on the growth, starting integrals good to $10^{-12}$ tell me nothing about the accuracy of the transferred ones. What do you have?

A: A bound along each Cartesian direction. Let $I(a,b)$ be the exact overlap integral with power $a$ on the centre $A$ and power $b$ on the centre $B$, and let $d=A-B$. The recurrence is

$$I(a,b+1)=I(a+1,b)+d\,I(a,b).$$

If the computed entries $J(a,0)$ are all within $\varepsilon$ of $I(a,0)$, and $J$ obeys the same recurrence, then $J(a,b)$ is within $(1+|d|)^b\varepsilon$ of $I(a,b)$. Note that $d$ is a signed coordinate difference, not a distance.

In Lean 4 with Mathlib:

```lean
import Mathlib

open MeasureTheory Finset

namespace HorizontalRecurrenceError

noncomputable section

/-- The horizontal recurrence `I(a,b+1) = I(a+1,b) + d I(a,b)`, which moves angular momentum
from the first centre to the second. -/
def HorizontalRecurrence (d : ℝ) (I : ℕ → ℕ → ℝ) : Prop :=
  ∀ a b, I a (b + 1) = I (a + 1) b + d * I a b
```

Q: That defines a property of any real array. Where are the Gaussians?

A: The error argument needs only the recurrence, so `I` is any function of two natural numbers. The physical instance here is the one-dimensional overlap, with exponents $\alpha,\beta$:

```lean
/-- The one-dimensional overlap integral of two Cartesian Gaussians with exponents `α`, `β`,
centres `A`, `B` and powers `a`, `b`; its domain is `α + β > 0`. -/
def overlap (α β A B : ℝ) (a b : ℕ) : ℝ :=
  ∫ x : ℝ, (x - A) ^ a * (x - B) ^ b * Real.exp (-α * (x - A) ^ 2 - β * (x - B) ^ 2)
```

These Gaussians are unnormalised. With normalisation constants $N_a$ and $N_b$, the normalised overlap is $N_aN_bI(a,b)$, and its error carries the same factor.

Q: You add $I(a+1,b)$ to $d\,I(a,b)$, and $1$ to $|d|$. What about units?

A: Lengths are pure numbers in a fixed unit, such as the bohr. Entries with different $a+b$ have different dimensions, so the common $\varepsilon$ refers to that unit too. Changing the unit changes both $d$ and $\varepsilon$.

Q: A real program also rounds at every step.

A: Then let each step of $J$ miss the recurrence by $r(a,b)$, with $|r(a,b)|\le\delta$. The error $e=J-I$ obeys

$$e(a,b+1)=r(a,b)+e(a+1,b)+d\,e(a,b).$$

Suppose that $|e(a,b)|\le E_b$ for every $a$, where

$$E_b=(1+|d|)^b\varepsilon+\delta\,G_b,\qquad G_b=\sum_{j<b}(1+|d|)^j.$$

The triangle inequality gives

$$|e(a,b+1)|\le\delta+E_b+|d|E_b=(1+|d|)^{b+1}\varepsilon+\delta\,[1+(1+|d|)G_b].$$

The bracket is $G_{b+1}$, so the right side is $E_{b+1}$. At $b=0$ the sum is empty and the bound is the assumption on the starting entries.

```lean
/-- Let `I` obey the recurrence exactly, and let `J` obey it up to a rounding error of at most `δ`
per step. If the `b = 0` entries differ by at most `ε`, the entries at `(a,b)` differ by at most
`(1+|d|)^b ε` plus `δ` times the geometric sum of `(1+|d|)^j` over `j < b`. -/
theorem error_growth_with_rounding {d ε δ : ℝ} {I J : ℕ → ℕ → ℝ}
    (hI : HorizontalRecurrence d I)
    (hJ : ∀ a b, |J a (b + 1) - (J (a + 1) b + d * J a b)| ≤ δ)
    (h0 : ∀ a, |J a 0 - I a 0| ≤ ε) (a b : ℕ) :
    |J a b - I a b| ≤ (1 + |d|) ^ b * ε + (∑ j ∈ range b, (1 + |d|) ^ j) * δ := by
  induction b generalizing a with
  | zero => simpa using h0 a
  | succ b ih =>
    -- the new error is the rounding error plus two inherited errors
    have split : J a (b + 1) - I a (b + 1)
        = (J a (b + 1) - (J (a + 1) b + d * J a b))
          + (J (a + 1) b - I (a + 1) b) + d * (J a b - I a b) := by
      rw [hI a b]
      ring
    have t1 := abs_add_le ((J a (b + 1) - (J (a + 1) b + d * J a b))
      + (J (a + 1) b - I (a + 1) b)) (d * (J a b - I a b))
    have t2 := abs_add_le (J a (b + 1) - (J (a + 1) b + d * J a b))
      (J (a + 1) b - I (a + 1) b)
    have t3 := mul_le_mul_of_nonneg_left (ih a) (abs_nonneg d)
    rw [abs_mul] at t1
    rw [split, geom_sum_succ, pow_succ]
    linarith [hJ a b, ih (a + 1)]
```

The induction keeps `a` general because the step uses the bound at both $a$ and $a+1$. The identity `split` is the error equation above, `t1` and `t2` are the two triangle inequalities, and `geom_sum_succ` supplies the relation between $G_b$ and $G_{b+1}$.

Q: The hypotheses run over all $a$ and $b$, but my table is finite.

A: A table of all entries with $a+b\le L$ can be extended: take exact starting entries above $L$ and fill in the rest by the recurrence without rounding. What remains for you is to find $\delta$ for your arithmetic. Floating-point rounding is relative to the size of the numbers, whereas $\delta$ is an absolute bound, and it must also absorb any rounding of $d$.

Setting $\delta=0$ gives the bound I began with:

```lean
/-- If two arrays obey the horizontal recurrence and their `b = 0` entries differ by at most `ε`,
then their entries at `(a,b)` differ by at most `(1+|d|)^b ε`. -/
theorem error_growth {d ε : ℝ} {I J : ℕ → ℕ → ℝ}
    (hI : HorizontalRecurrence d I) (hJ : HorizontalRecurrence d J)
    (h0 : ∀ a, |J a 0 - I a 0| ≤ ε) (a b : ℕ) :
    |J a b - I a b| ≤ (1 + |d|) ^ b * ε := by
  have h := error_growth_with_rounding (δ := 0) hI (fun a b => by simp [hJ a b]) h0 a b
  simpa using h
```

Q: Perhaps it is far too pessimistic. Can errors really grow that fast?

A: Follow a starting error $s^a\varepsilon$, with $s$ a real number. If the error at $b$ is $s^a(s+d)^b\varepsilon$ for every $a$, the next one is

$$s^{a+1}(s+d)^b\varepsilon+d\,s^a(s+d)^b\varepsilon=s^a(s+d)^{b+1}\varepsilon.$$

```lean
/-- If two arrays obey the horizontal recurrence and their `b = 0` entries differ by exactly `s^a ε`
for every `a`, then their entries at `(a,b)` differ by exactly `s^a (s+d)^b ε`. -/
theorem geometric_error {d s ε : ℝ} {I J : ℕ → ℕ → ℝ}
    (hI : HorizontalRecurrence d I) (hJ : HorizontalRecurrence d J)
    (h0 : ∀ a, J a 0 - I a 0 = s ^ a * ε) (a b : ℕ) :
    J a b - I a b = s ^ a * (s + d) ^ b * ε := by
  induction b generalizing a with
  | zero => simpa using h0 a
  | succ b ih =>
    rw [hI a b, hJ a b]
    linear_combination ih (a + 1) + d * ih a
```

In the proof, `linear_combination` adds the induction hypothesis at $a+1$ to $d$ times the one at $a$, as in the line above.

For $s=1$ the starting error is the same at every $a$, and it becomes $(1+d)^b\varepsilon$. When $d\ge0$ and $\varepsilon\ge0$, this equals the bound:

```lean
/-- For `d ≥ 0`, if two arrays obey the horizontal recurrence and their `b = 0` entries differ by a
constant `ε ≥ 0`, then their difference attains the bound `(1+|d|)^b ε` at every `(a,b)`. -/
theorem constant_error_attains_bound {d ε : ℝ} {I J : ℕ → ℕ → ℝ}
    (hd : 0 ≤ d) (hε : 0 ≤ ε)
    (hI : HorizontalRecurrence d I) (hJ : HorizontalRecurrence d J)
    (h0 : ∀ a, J a 0 - I a 0 = ε) (a b : ℕ) :
    |J a b - I a b| = (1 + |d|) ^ b * ε := by
  have h := geometric_error (s := 1) hI hJ (fun a => by simpa using h0 a) a b
  rw [h, one_pow, one_mul, abs_of_nonneg hd]
  exact abs_of_nonneg (by positivity)
```

Q: And if I swap the centres, so that $d$ is negative?

A: A nonzero constant error then stays below the bound from the first step on; at $d=-1$ it even vanishes after one step. An alternating error, $s=-1$, does attain it, because $|-1+d|=1+|d|$ for $d\le0$.

```lean
/-- For `d` of either sign and `ε ≥ 0`, every array obeying the recurrence has a perturbed partner,
also obeying it, whose starting errors all have size `ε` and whose error at every `(a,b)` has
size `(1+|d|)^b ε`. -/
theorem bound_attained_for_every_d {d ε : ℝ} (hε : 0 ≤ ε) {I : ℕ → ℕ → ℝ}
    (hI : HorizontalRecurrence d I) :
    ∃ J : ℕ → ℕ → ℝ, HorizontalRecurrence d J ∧ (∀ a, |J a 0 - I a 0| = ε) ∧
      ∀ a b, |J a b - I a b| = (1 + |d|) ^ b * ε := by
  -- constant errors for d ≥ 0, alternating errors for d ≤ 0
  obtain ⟨s, hs, hsd⟩ : ∃ s : ℝ, |s| = 1 ∧ |s + d| = 1 + |d| := by
    rcases le_total 0 d with h | h
    · exact ⟨1, by simp, by
        rw [abs_of_nonneg h, abs_of_nonneg (by linarith : (0 : ℝ) ≤ 1 + d)]⟩
    · exact ⟨-1, by simp, by
        rw [abs_of_nonpos h, abs_of_nonpos (by linarith : -1 + d ≤ (0 : ℝ))]
        ring⟩
  have size : ∀ a b, |I a b + s ^ a * (s + d) ^ b * ε - I a b| = (1 + |d|) ^ b * ε := by
    intro a b
    rw [add_sub_cancel_left, abs_mul, abs_mul, abs_pow, abs_pow, hs, hsd,
      abs_of_nonneg hε, one_pow, one_mul]
  refine ⟨fun a b => I a b + s ^ a * (s + d) ^ b * ε, ?_, ?_, size⟩
  · intro a b
    show I a (b + 1) + s ^ a * (s + d) ^ (b + 1) * ε
      = I (a + 1) b + s ^ (a + 1) * (s + d) ^ b * ε + d * (I a b + s ^ a * (s + d) ^ b * ε)
    rw [hI a b]
    ring
  · intro a
    have h := size a 0
    rw [pow_zero (1 + |d|), one_mul] at h
    exact h
```

The proof picks $s=\pm1$ by the sign of $d$, adds $s^a(s+d)^b\varepsilon$ to the exact array, and checks the size of the error and the recurrence. The partner `J` is an array obeying the recurrence; it need not consist of overlaps of any Gaussians.

Q: Then show me that the true overlaps obey the recurrence.

A: Under the integral, write $x-B=(x-A)+(A-B)$. One factor $x-B$ then splits the integrand for $(a,b+1)$ into the one for $(a+1,b)$ plus $d$ times the one for $(a,b)$. Splitting the integral as well requires both parts to be integrable. That starts from a polynomial times one Gaussian, proved for monomials and extended by addition:

```lean
/-- A polynomial times a Gaussian of positive exponent is integrable over the real line. -/
theorem integrable_polynomial_gaussian (q : Polynomial ℝ) {p : ℝ} (hp : 0 < p) :
    Integrable (fun x : ℝ => q.eval x * Real.exp (-p * x ^ 2)) := by
  induction q using Polynomial.induction_on' with
  | add f g hf hg =>
    exact (hf.add hg).congr (Filter.Eventually.of_forall fun x => by simp [add_mul])
  | monomial n c =>
    have hn : (-1 : ℝ) < (n : ℝ) := by
      have : (0 : ℝ) ≤ (n : ℝ) := Nat.cast_nonneg n
      linarith
    refine ((integrable_rpow_mul_exp_neg_mul_sq hp hn).const_mul c).congr
      (Filter.Eventually.of_forall fun x => ?_)
    simp [Polynomial.eval_monomial, Real.rpow_natCast, mul_assoc]
```

For two Gaussians, set $p=\alpha+\beta$ and $pP=\alpha A+\beta B$. Completing the square gives

$$\alpha(x-A)^2+\beta(x-B)^2=p(x-P)^2+\alpha A^2+\beta B^2-pP^2.$$

The integrand is therefore a constant times a polynomial in $x-P$ times $e^{-p(x-P)^2}$, since $x-A=(x-P)+(P-A)$ and likewise for $B$. The identity `e` is this completed square in exponential form.

```lean
/-- The integrand of the overlap of two Cartesian Gaussians with positive exponents
is integrable. -/
theorem integrable_overlap {α β : ℝ} (hα : 0 < α) (hβ : 0 < β) (A B : ℝ) (a b : ℕ) :
    Integrable (fun x : ℝ => (x - A) ^ a * (x - B) ^ b *
      Real.exp (-α * (x - A) ^ 2 - β * (x - B) ^ 2)) := by
  have hne : α + β ≠ 0 := (add_pos hα hβ).ne'
  -- P is the centre of the product Gaussian
  obtain ⟨P, hP⟩ : ∃ P : ℝ, (α + β) * P = α * A + β * B :=
    ⟨(α * A + β * B) / (α + β), by field_simp⟩
  have h := ((integrable_polynomial_gaussian
    ((Polynomial.X + Polynomial.C (P - A)) ^ a * (Polynomial.X + Polynomial.C (P - B)) ^ b)
    (add_pos hα hβ)).comp_sub_right P).const_mul
      (Real.exp ((α + β) * P ^ 2 - α * A ^ 2 - β * B ^ 2))
  refine h.congr (Filter.Eventually.of_forall fun x => ?_)
  have e : Real.exp (-α * (x - A) ^ 2 - β * (x - B) ^ 2)
      = Real.exp ((α + β) * P ^ 2 - α * A ^ 2 - β * B ^ 2)
        * Real.exp (-(α + β) * (x - P) ^ 2) := by
    rw [← Real.exp_add]
    congr 1
    linear_combination (-2 * x) * hP
  simp only [Polynomial.eval_mul, Polynomial.eval_pow, Polynomial.eval_add,
    Polynomial.eval_X, Polynomial.eval_C, sub_add_sub_cancel]
  rw [e]
  ring
```

With integrability in hand, `integral_add` joins the two integrals and `ring` checks the splitting of $x-B$:

```lean
/-- The overlap integrals of two Cartesian Gaussians with positive exponents and centres `A`, `B`
obey the horizontal recurrence with `d = A - B`. -/
theorem overlap_witness {α β : ℝ} (hα : 0 < α) (hβ : 0 < β) (A B : ℝ) :
    HorizontalRecurrence (A - B) (overlap α β A B) := by
  intro a b
  unfold overlap
  rw [← integral_const_mul, ← integral_add (integrable_overlap hα hβ A B (a + 1) b)
    ((integrable_overlap hα hβ A B a b).const_mul (A - B))]
  -- under the integral, x - B = (x - A) + (A - B)
  congr 1
  funext x
  ring

end

end HorizontalRecurrenceError
```

```lean
#print axioms HorizontalRecurrenceError.error_growth
#print axioms HorizontalRecurrenceError.geometric_error
#print axioms HorizontalRecurrenceError.constant_error_attains_bound
#print axioms HorizontalRecurrenceError.bound_attained_for_every_d
```

```
'HorizontalRecurrenceError.error_growth' depends on axioms: [propext, Classical.choice, Quot.sound]
'HorizontalRecurrenceError.geometric_error' depends on axioms: [propext, Classical.choice, Quot.sound]
'HorizontalRecurrenceError.constant_error_attains_bound' depends on axioms: [propext, Classical.choice, Quot.sound]
'HorizontalRecurrenceError.bound_attained_for_every_d' depends on axioms: [propext, Classical.choice, Quot.sound]
```

Q: Where would I meet this in a calculation?

A: Take the $x$ factor of an overlap with power 2 on each centre. The program starts from $I(2,0)$, $I(3,0)$ and $I(4,0)$, forms $I(2,1)$ and $I(3,1)$, and then obtains

$$I(2,2)=I(3,1)+d\,I(2,1)=I(4,0)+2d\,I(3,0)+d^2I(2,0).$$

At $d=3$ bohr the coefficients are 1, 6 and 9. They add up to $16=(1+3)^2$, so starting errors of $10^{-12}$ can reach $1.6\times10^{-11}$, rounding aside. This is an absolute error; if $I(2,2)$ is itself small, the relative error can be much larger.
